# Removing one fermion from a product of orbitals gives an alternating sum

In physical terms, the lemma says how an annihilation operator acts on a state made by filling n + 1 orbitals in order: each orbital is removed in turn, with an alternating sign and the value of a linear form `d` on that orbital as coefficient, and the results are added. Mathematically, it expands the contraction by `d` of an exterior product of n + 1 vectors from a module over any commutative ring. The product is finite, and the vectors need not be independent; no inner product or normalisation is assumed. The attempt goes by induction on `n`, splitting off the first factor, applying the contraction rule for a product, and matching the remaining terms with the induction hypothesis.

An attempt in Lean 4 with a fault in it:

```lean
import Mathlib

open Matrix

namespace ContractProduct

variable {R : Type*} [CommRing R]

section Wick

variable {M : Type*} [AddCommGroup M] [Module R M]

/-- Contracting a product of anticommuting generators with a linear form `d` removes each factor
`v j` in turn, with alternating sign and coefficient `d (v j)`, and sums the results. -/
theorem contract_product (d : Module.Dual R M) : ∀ (n : ℕ) (v : Fin (n + 1) → M),
    CliffordAlgebra.contractLeft (Q := (0 : QuadraticForm R M)) d
      (ExteriorAlgebra.ιMulti R (n + 1) v) =
    ∑ j, ((-1) ^ (j : ℕ) * d (v j)) • ExteriorAlgebra.ιMulti R n (fun k => v (j.succAbove k))
  | 0, v => by
    rw [ExteriorAlgebra.ιMulti_succ_apply, CliffordAlgebra.contractLeft_ι_mul,
      ExteriorAlgebra.ιMulti_zero_apply, CliffordAlgebra.contractLeft_one]
    simp
  | n + 1, v => by
    rw [ExteriorAlgebra.ιMulti_succ_apply, CliffordAlgebra.contractLeft_ι_mul,
      contract_product d n, Fin.sum_univ_succ (n := n + 1), Finset.mul_sum, sub_eq_add_neg,
      ← Finset.sum_neg_distrib]
    congr 1
    · simp [Matrix.vecTail, Function.comp_def]
    · refine Finset.sum_congr rfl fun j _ => ?_
      have ht : Matrix.vecTail (fun k => v (j.succ.succAbove k)) =
          fun k => Matrix.vecTail v (j.succAbove k) := by
        funext k
        simp [Matrix.vecTail]
      rw [ExteriorAlgebra.ιMulti_succ_apply, ht]
      simp [Matrix.vecTail, pow_succ]

end Wick

end ContractProduct
```

Lean reports:

```
Main.lean:18:6: error(lean.synthInstanceFailed): failed to synthesize instance of type class
  Fintype ℕ

Hint: Adding the command `deriving instance Fintype for Nat` may allow Lean to derive the missing instance.
Main.lean:18:32: error: Application type mismatch: The argument
  j
has type
  ℕ
but is expected to have type
  Fin (n + 1)
in the application
  v j
Main.lean:18:80: error(lean.invalidField): Invalid field `succAbove`: The environment does not contain `Nat.succAbove`, so it is not possible to project the field `succAbove` from an expression
  j
of type `ℕ`
Main.lean:19:12: error: unsolved goals
R : Type u_1
inst✝² : CommRing R
M : Type u_2
inst✝¹ : AddCommGroup M
inst✝ : Module R M
d : Module.Dual R M
v : Fin (0 + 1) → M
⊢ d (v 0) • 1 = ∑ x, ((-1) ^ x * d (v (sorry ()))) • 1
```

What went wrong. The fault is in the statement. The sum `∑ j, …` gives no type for `j`, and Lean meets `(j : ℕ)` while that type is still open. Instead of converting an index to a natural number, the ascription fixes `j` itself as a natural number.

The first three messages follow from this. The sum would run over all of `ℕ`, which has no `Fintype` instance; `v j` needs an index in `Fin (n + 1)`; and `j.succAbove` is looked up as `Nat.succAbove`, which does not exist. The fourth message shows the base case left with a goal containing `sorry ()` in place of the ill-typed index, so it is a consequence of the broken statement.

Writing `∑ j : Fin (n + 1)` fixes the type beforehand. The sum is then finite, `v j` and `j.succAbove` make sense, and `(j : ℕ)` becomes the intended conversion in the exponent. The new line break is mere tidying, and the proof itself is unchanged.

The mended proof, as a diff:

```diff
@@ -16,5 +16,6 @@
     CliffordAlgebra.contractLeft (Q := (0 : QuadraticForm R M)) d
       (ExteriorAlgebra.ιMulti R (n + 1) v) =
-    ∑ j, ((-1) ^ (j : ℕ) * d (v j)) • ExteriorAlgebra.ιMulti R n (fun k => v (j.succAbove k))
+    ∑ j : Fin (n + 1), ((-1) ^ (j : ℕ) * d (v j)) •
+      ExteriorAlgebra.ιMulti R n (fun k => v (j.succAbove k))
   | 0, v => by
     rw [ExteriorAlgebra.ιMulti_succ_apply, CliffordAlgebra.contractLeft_ι_mul,
```
